# Potential and self-energy of a periodically repeated charged sheet in a neutralising background

Put a charged slab in a periodic cell with a uniform neutralising background, enlarge the vacuum to separate it from its images, and the electrostatic energy does not settle: it contains a term that grows in proportion to the cell length. This term contributes to the energy difference between cells of different length that hold the same slab. It is computed here for an ideal slab, a flat and infinitely thin sheet of uniform charge.

The sheet carries charge $q$ per cell area $A$, lies at $z=0$ and repeats with period $L$. A uniform background of density $-q/(AL)$ makes the cell neutral. Units are Gaussian.

```lean
import Mathlib

open Real Set Filter Topology

namespace PeriodicChargedSheet

noncomputable section
```

## The parabola between two sheets

Between the sheets only the background is present, so Poisson's equation $V''=-4\pi\rho$ gives $V''=4\pi q/(AL)$ and
$$V(z)=\frac{2\pi q}{AL}z^2+bz+c .$$
Periodicity requires $V(0)=V(L)$, hence $b=-2\pi q/A$. Choosing zero mean as the origin of the potential gives $c=\pi qL/(3A)$. Together,
$$V(z)=\frac{2\pi q}{A}\left(\frac{z^2}{L}-z+\frac L6\right),\qquad 0\le z\le L .$$

```lean
/-- Potential at height `z` in the cell `[0, L]` of a sheet with charge `q` per area `A`,
repeated with period `L` in a neutralising background (domain: `A` and `L` nonzero). -/
def sheetPotential (q A L z : ℝ) : ℝ := 2 * π * q / A * (z ^ 2 / L - z + L / 6)
```

In Lean, `sheetPotential` is this quadratic for every real $z$; it is the physical potential only on the cell $[0,L]$. Its slope is
$$V'(z)=\frac{2\pi q}{A}\left(\frac{2z}{L}-1\right),$$
which is minus the electric field.

```lean
/-- Slope of the sheet potential inside the cell (domain: `A` and `L` nonzero). -/
def sheetSlope (q A L z : ℝ) : ℝ := 2 * π * q / A * (2 * z / L - 1)
```

In reciprocal space, with $G=2\pi n/L$, the sheet contributes $q/(AL)$ to every Fourier coefficient of the density, and the background cancels the one at $n=0$. Poisson's equation becomes $G^2V_n=4\pi q/(AL)$ for $n\neq0$. The value $V_0=0$ is the zero-mean convention.

```lean
/-- Plane-wave coefficient `4πq / (A L G²)` of the potential at `G = 2πn/L`, with the `n = 0`
term left out (domain: `A` and `L` nonzero). -/
def sheetCoeff (q A L : ℝ) (n : ℤ) : ℝ :=
  if n = 0 then 0 else 4 * π * q / (A * L * (2 * π * n / L) ^ 2)
```

## Poisson's equation, equal faces and zero mean

Differentiating the quadratic once gives $V'$ as above.

```lean
/-- The derivative of the sheet potential is `sheetSlope`. -/
theorem hasDerivAt_sheetPotential (q A L z : ℝ) :
    HasDerivAt (sheetPotential q A L) (sheetSlope q A L z) z := by
  have h2 : HasDerivAt (fun x : ℝ => x ^ 2) (2 * z) z := by simpa using hasDerivAt_pow 2 z
  exact (((h2.div_const L).fun_sub (hasDerivAt_id' z)).add_const (L / 6)).const_mul
    (2 * π * q / A)
```

Differentiating again gives $V''=(2\pi q/A)(2/L)=4\pi q/(AL)$.

```lean
/-- The slope of the sheet potential changes at the constant rate `4πq / (A L)`. -/
theorem hasDerivAt_sheetSlope (q A L z : ℝ) :
    HasDerivAt (sheetSlope q A L) (4 * π * q / (A * L)) z := by
  have h := ((((hasDerivAt_id' z).const_mul 2).div_const L).sub_const 1).const_mul
    (2 * π * q / A)
  exact h.congr_deriv (by ring)
```

At the faces, $V(0)=V(L)=\pi qL/(3A)$. The mean vanishes because
$$\int_0^L\left(\frac{z^2}{L}-z+\frac L6\right)dz=\frac{L^2}{3}-\frac{L^2}{2}+\frac{L^2}{6}=0 .$$

```lean
/-- For positive area and period, the sheet potential agrees at the two cell faces, has zero
mean over the cell, and obeys Poisson's equation `A L V'' = 4πq` for the background. -/
theorem sheetPotential_solves (q : ℝ) {A L : ℝ} (hA : 0 < A) (hL : 0 < L) :
    sheetPotential q A L 0 = sheetPotential q A L L ∧
    ∫ z in (0 : ℝ)..L, sheetPotential q A L z = 0 ∧
    ∀ z, A * L * deriv (deriv (sheetPotential q A L)) z = 4 * π * q := by
  refine ⟨?_, ?_, fun z => ?_⟩
  · have h : L ^ 2 / L = L := by field_simp
    simp [sheetPotential, h]
  · -- integrate with an explicit cubic antiderivative
    have hF : ∀ z ∈ uIcc 0 L, HasDerivAt
        (fun x : ℝ => 2 * π * q / A * (x ^ 3 / (3 * L) - x ^ 2 / 2 + L / 6 * x))
        (sheetPotential q A L z) z := by
      intro z _
      have h3 : HasDerivAt (fun x : ℝ => x ^ 3) (3 * z ^ 2) z := by
        simpa using hasDerivAt_pow 3 z
      have h2 : HasDerivAt (fun x : ℝ => x ^ 2) (2 * z) z := by
        simpa using hasDerivAt_pow 2 z
      have h := (((h3.div_const (3 * L)).fun_sub (h2.div_const 2)).fun_add
        ((hasDerivAt_id' z).const_mul (L / 6))).const_mul (2 * π * q / A)
      exact h.congr_deriv (by unfold sheetPotential; ring)
    have hc : Continuous (sheetPotential q A L) := by unfold sheetPotential; fun_prop
    rw [intervalIntegral.integral_eq_sub_of_hasDerivAt hF (hc.intervalIntegrable 0 L)]
    have h : L ^ 3 / (3 * L) - L ^ 2 / 2 + L / 6 * L = 0 := by
      field_simp
      ring
    simp [h]
  · have h : deriv (sheetPotential q A L) = sheetSlope q A L :=
      funext fun x => (hasDerivAt_sheetPotential q A L x).deriv
    rw [h, (hasDerivAt_sheetSlope q A L z).deriv]
    field_simp
```

The theorem takes $A$ and $L$ positive and states Poisson's equation multiplied out, as $AL\,V''=4\pi q$. The integral is evaluated from an explicit cubic antiderivative.

## The slope jump that represents the sheet

Just above the sheet the slope is $V'(0)=-2\pi q/A$. Just below it, periodicity leads to the upper end of the cell, where $V'(L)=2\pi q/A$. The jump is
$$V'(0^+)-V'(0^-)=-\frac{4\pi q}{A},$$
as Gauss's law requires for surface charge $q/A$.

```lean
/-- If `W` has period `L > 0` and is the sheet potential on the cell, its slope at the sheet is
`-2πq/A` from above and `2πq/A` from below, so that it jumps by `-4πq/A`. -/
theorem slope_jump {q A L : ℝ} (hL : 0 < L) {W : ℝ → ℝ} (hper : Function.Periodic W L)
    (hW : EqOn W (sheetPotential q A L) (Icc 0 L)) :
    HasDerivWithinAt W (-(2 * π * q / A)) (Ici 0) 0 ∧
    HasDerivWithinAt W (2 * π * q / A) (Iic 0) 0 ∧
    derivWithin W (Ici 0) 0 - derivWithin W (Iic 0) 0 = -(4 * π * q / A) := by
  have h1 : HasDerivWithinAt W (-(2 * π * q / A)) (Ici 0) 0 := by
    have ev : W =ᶠ[𝓝[Ici 0] 0] sheetPotential q A L := by
      filter_upwards [self_mem_nhdsWithin, mem_nhdsWithin_of_mem_nhds (Iio_mem_nhds hL)]
        with z h0 hz
      exact hW ⟨h0, le_of_lt hz⟩
    exact ((hasDerivAt_sheetPotential q A L 0).hasDerivWithinAt.congr_of_eventuallyEq ev
      (hW ⟨le_rfl, hL.le⟩)).congr_deriv (by simp [sheetSlope])
  have h2 : HasDerivWithinAt W (2 * π * q / A) (Iic 0) 0 := by
    -- below the sheet, periodicity leads to the upper end of the cell
    have shift : ∀ z, -L < z → z ≤ 0 → W z = sheetPotential q A L (z + L) := by
      intro z hz h0
      rw [← hper z]
      exact hW ⟨by linarith, by linarith⟩
    have ev : W =ᶠ[𝓝[Iic 0] 0] fun z => sheetPotential q A L (z + L) := by
      filter_upwards [self_mem_nhdsWithin,
        mem_nhdsWithin_of_mem_nhds (Ioi_mem_nhds (neg_lt_zero.mpr hL))] with z h0 hz
      exact shift z hz h0
    have hd := (hasDerivAt_sheetPotential q A L (0 + L)).comp_add_const 0 L
    refine (hd.hasDerivWithinAt.congr_of_eventuallyEq ev
      (shift 0 (by linarith) le_rfl)).congr_deriv ?_
    have h : 2 * L / L - 1 = 1 := by
      field_simp
      norm_num
    simp only [sheetSlope, zero_add, h, mul_one]
  refine ⟨h1, h2, ?_⟩
  rw [h1.derivWithin (uniqueDiffOn_Ici 0 0 self_mem_Ici),
    h2.derivWithin (uniqueDiffOn_Iic 0 0 self_mem_Iic)]
  ring
```

Here `W` is the periodic continuation: it has period $L$ and equals the quadratic on the cell. The sets `Ici 0` and `Iic 0` select the upper and lower one-sided derivatives. The jump stands in for the delta function in the charge density. `shift` expresses `W` below the sheet through the quadratic at $z+L$.

## No other potential satisfies these conditions

The proof of uniqueness uses the fact that a function continuous on a closed interval, with zero slope inside it, has equal end values. By the mean value theorem, $(f(b)-f(a))/(b-a)=f'(c)=0$ for some $c$ between $a<b$; for $a=b$ there is nothing to show.

```lean
/-- A function continuous on an interval, with zero derivative inside, agrees at the ends. -/
theorem ends_eq_of_zero_slope {f : ℝ → ℝ} {a b : ℝ} (hab : a ≤ b)
    (hc : ContinuousOn f (Icc a b)) (hf : ∀ x ∈ Ioo a b, HasDerivAt f 0 x) : f a = f b := by
  rcases hab.eq_or_lt with rfl | h
  · rfl
  · obtain ⟨c, _, h0⟩ := exists_hasDerivAt_eq_slope f (fun _ => 0) h hc hf
    have hne : b - a ≠ 0 := (sub_pos.mpr h).ne'
    rcases div_eq_zero_iff.mp h0.symm with h1 | h1
    · linarith
    · exact absurd h1 hne
```

Let $W$ be another potential with the same curvature, equal end values and zero mean, and put $D=W-V$. Then $D''=0$, so $D'$ is constant inside the cell. Since $D(0)=D(L)$, Rolle's theorem gives a point where $D'=0$, so $D'$ vanishes throughout and $D$ is constant. Its mean is zero, so $D=0$.

```lean
/-- For `A, L > 0`, a potential continuous on the cell, with second derivative `4πq/(A L)` inside,
equal values at the two faces and zero mean, equals the sheet potential on the cell. -/
theorem sheetPotential_unique {q A L : ℝ} (hA : 0 < A) (hL : 0 < L) {W W' : ℝ → ℝ}
    (hc : ContinuousOn W (Icc 0 L)) (hW : ∀ z ∈ Ioo 0 L, HasDerivAt W (W' z) z)
    (hW' : ∀ z ∈ Ioo 0 L, HasDerivAt W' (4 * π * q / (A * L)) z)
    (hends : W 0 = W L) (hmean : ∫ z in (0 : ℝ)..L, W z = 0) :
    EqOn W (sheetPotential q A L) (Icc 0 L) := by
  obtain ⟨hV, hVmean, _⟩ := sheetPotential_solves q hA hL
  have hVc : Continuous (sheetPotential q A L) := by unfold sheetPotential; fun_prop
  have hD : ∀ z ∈ Ioo 0 L, HasDerivAt (fun x => W x - sheetPotential q A L x)
      (W' z - sheetSlope q A L z) z :=
    fun z hz => (hW z hz).fun_sub (hasDerivAt_sheetPotential q A L z)
  have hD' : ∀ z ∈ Ioo 0 L, HasDerivAt (fun x => W' x - sheetSlope q A L x) 0 z :=
    fun z hz => ((hW' z hz).fun_sub (hasDerivAt_sheetSlope q A L z)).congr_deriv (sub_self _)
  have hDc := hc.fun_sub hVc.continuousOn
  -- the difference has zero slope somewhere, hence everywhere in the cell
  obtain ⟨c, hcm, hc0⟩ := exists_hasDerivAt_eq_zero hL hDc (by simp only [hends, hV]) hD
  have key : ∀ a ∈ Ioo 0 L, ∀ b ∈ Ioo 0 L, a ≤ b →
      W' a - sheetSlope q A L a = W' b - sheetSlope q A L b := by
    intro a ha b hb hab
    exact ends_eq_of_zero_slope (f := fun x => W' x - sheetSlope q A L x) hab
      (fun x hx => (hD' x ⟨ha.1.trans_le hx.1,
        hx.2.trans_lt hb.2⟩).continuousAt.continuousWithinAt)
      (fun x hx => hD' x ⟨ha.1.trans hx.1, hx.2.trans hb.2⟩)
  have hzero : ∀ z ∈ Ioo 0 L, W' z - sheetSlope q A L z = 0 := by
    intro z hz
    rcases le_total z c with h | h
    · exact (key z hz c hcm h).trans hc0
    · exact (key c hcm z hz h).symm.trans hc0
  have hconst : ∀ z ∈ Icc 0 L,
      W z = sheetPotential q A L z + (W 0 - sheetPotential q A L 0) := by
    intro z hz
    have h := ends_eq_of_zero_slope (f := fun x => W x - sheetPotential q A L x) hz.1
      (hDc.mono (Icc_subset_Icc_right hz.2))
      (fun x hx => (hD x ⟨hx.1, hx.2.trans_le hz.2⟩).congr_deriv
        (hzero x ⟨hx.1, hx.2.trans_le hz.2⟩))
    linarith
  -- zero mean fixes the remaining constant
  have hint : ∫ z in (0 : ℝ)..L, W z =
      ∫ z in (0 : ℝ)..L, (sheetPotential q A L z + (W 0 - sheetPotential q A L 0)) :=
    intervalIntegral.integral_congr fun z hz => hconst z (by rwa [uIcc_of_le hL.le] at hz)
  rw [hmean, intervalIntegral.integral_add (hVc.intervalIntegrable 0 L)
    intervalIntegrable_const, hVmean, intervalIntegral.integral_const, smul_eq_mul,
    sub_zero, zero_add] at hint
  have h0 := (mul_eq_zero.mp hint.symm).resolve_left hL.ne'
  intro z hz
  rw [hconst z hz, h0, add_zero]
```

`W'` is a separate function, tied to `W` by the hypothesis `hW`. `W` must be continuous on the closed cell, but derivatives are required only inside it. In the proof, `key` makes $D'$ constant, `hzero` makes it zero, and `hconst` leaves one additive constant for the mean to remove. The jump is not assumed: curvature and equal end values already determine it.

## The plane-wave series gives the same potential

For $n\ne0$, integrate by parts twice. The first boundary term vanishes because $\sin GL=0$, and the last integral because $V''$ is constant:
$$\frac1L\int_0^L V\cos Gz\,dz=\frac{V'(L)-V'(0)}{LG^2}=\frac{4\pi q}{ALG^2}.$$
The sine coefficients vanish by the symmetry $z\to L-z$. The coefficients fall off as $1/n^2$ and the periodic potential is continuous, so the series converges to $V$ everywhere, including at the sheet:
$$V(z)=\sum_{n\ne0}\frac{4\pi q}{ALG^2}\cos Gz .$$

```lean
/-- For `L > 0`, the plane-wave series without its `n = 0` term converges to the sheet
potential at every point of the closed cell. -/
theorem hasSum_planeWaves (q A : ℝ) {L z : ℝ} (hL : 0 < L) (hz : z ∈ Icc 0 L) :
    HasSum (fun n : ℤ => sheetCoeff q A L n * Real.cos (2 * π * n / L * z))
      (sheetPotential q A L z) := by
  have hx : z / L ∈ Icc (0 : ℝ) 1 := ⟨div_nonneg hz.1 hL.le, (div_le_one hL).mpr hz.2⟩
  have hB : ((Polynomial.bernoulli 2).map (algebraMap ℚ ℝ)).eval (z / L)
      = (z / L) ^ 2 - z / L + 1 / 6 := by
    have e2 : bernoulli 2 = 1 / 6 := by
      rw [bernoulli_eq_bernoulli'_of_ne_one (by norm_num), bernoulli'_two]
    simp [Polynomial.bernoulli, Finset.sum_range_succ, bernoulli_one, e2]
    ring
  have h := hasSum_one_div_nat_pow_mul_cos (k := 1) one_ne_zero hx
  rw [mul_one, hB] at h
  -- positive wave numbers carry half of the potential
  have hpos : HasSum (fun n : ℕ => sheetCoeff q A L (n : ℤ) *
      Real.cos (2 * π * ((n : ℤ) : ℝ) / L * z)) (sheetPotential q A L z / 2) := by
    have hf : ∀ n : ℕ, sheetCoeff q A L (n : ℤ) * Real.cos (2 * π * ((n : ℤ) : ℝ) / L * z)
        = q * L / (π * A) * (1 / (n : ℝ) ^ 2 * Real.cos (2 * π * n * (z / L))) := by
      intro n
      rcases Nat.eq_zero_or_pos n with rfl | hn
      · simp [sheetCoeff]
      · have hn' : (n : ℝ) ≠ 0 := by positivity
        have hnz : (n : ℤ) ≠ 0 := by omega
        have ha : 2 * π * (n : ℝ) / L * z = 2 * π * n * (z / L) := by ring
        have hk : 4 * π * q / (A * L * (2 * π * (n : ℝ) / L) ^ 2)
            = q * L / (π * A) * (1 / (n : ℝ) ^ 2) := by
          rcases eq_or_ne A 0 with rfl | hA
          · simp
          · field_simp
            ring
        simp only [sheetCoeff, if_neg hnz, Int.cast_natCast]
        rw [ha, hk]
        ring
    have hv : sheetPotential q A L z / 2 = q * L / (π * A) * ((-1) ^ (1 + 1) * (2 * π) ^ 2 / 2 /
        (Nat.factorial 2 : ℝ) * ((z / L) ^ 2 - z / L + 1 / 6)) := by
      have h2 : (Nat.factorial 2 : ℝ) = 2 := by norm_num [Nat.factorial]
      rw [h2]
      unfold sheetPotential
      rcases eq_or_ne A 0 with rfl | hA
      · simp
      · field_simp
        ring
    rw [hv]
    simp only [hf]
    exact h.mul_left _
  -- negative wave numbers carry the other half
  have hneg : HasSum (fun n : ℕ => sheetCoeff q A L (-(n : ℤ)) *
      Real.cos (2 * π * ((-(n : ℤ) : ℤ) : ℝ) / L * z)) (sheetPotential q A L z / 2) := by
    convert hpos using 1
    funext n
    simp [sheetCoeff, neg_div, neg_mul, mul_neg, Real.cos_neg]
  have hall := HasSum.of_nat_of_neg
    (f := fun n : ℤ => sheetCoeff q A L n * Real.cos (2 * π * n / L * z)) hpos hneg
  have hs : sheetPotential q A L z = sheetPotential q A L z / 2 + sheetPotential q A L z / 2
      - sheetCoeff q A L 0 * Real.cos (2 * π * ((0 : ℤ) : ℝ) / L * z) := by
    simp [sheetCoeff]
  rw [hs]
  exact hall
```

`HasSum` states convergence to the given value, independent of the order of summation. Lean takes the series from Mathlib, where with $x=z/L\in[0,1]$
$$\sum_{n\ge1}\frac{\cos 2\pi nx}{n^2}=\pi^2\left(x^2-x+\frac16\right),$$
the bracket being the second Bernoulli polynomial. Multiplying by $qL/(\pi A)$ gives $V/2$ from positive $n$ (`hpos`); negative $n$ supply the other half (`hneg`).

## The energy linear in the period

The energy per cell is $\frac12\int\rho V$. The background contributes nothing, because $V$ has zero mean, which leaves
$$E=\frac{qV(0)}2=\frac{\pi q^2L}{6A}.$$
Setting $z=0$ in the series and multiplying by $q/2$ gives the same energy in reciprocal space:
$$\sum_{n\ne0}\frac{2\pi q^2}{ALG^2}=\frac{q^2L}{2\pi A}\cdot\frac{\pi^2}{3}=\frac{\pi q^2L}{6A}.$$

```lean
/-- For `L > 0`, half the charge times the potential at the sheet, and the reciprocal-space
energy sum over nonzero `n`, both equal `πq²L/(6A)`. -/
theorem sheet_selfEnergy (q A : ℝ) {L : ℝ} (hL : 0 < L) :
    q * sheetPotential q A L 0 / 2 = π * q ^ 2 * L / (6 * A) ∧
    HasSum (fun n : ℤ => if n = 0 then 0 else
      2 * π * q ^ 2 / (A * L * (2 * π * n / L) ^ 2)) (π * q ^ 2 * L / (6 * A)) := by
  have h0 : q * sheetPotential q A L 0 / 2 = π * q ^ 2 * L / (6 * A) := by
    unfold sheetPotential
    ring
  refine ⟨h0, ?_⟩
  -- each energy term is half the charge times a term of the potential's series at the sheet
  have hf : ∀ n : ℤ, (if n = 0 then (0 : ℝ) else
      2 * π * q ^ 2 / (A * L * (2 * π * n / L) ^ 2))
      = q / 2 * (sheetCoeff q A L n * Real.cos (2 * π * n / L * 0)) := by
    intro n
    by_cases hn : n = 0
    · simp [sheetCoeff, hn]
    · simp only [sheetCoeff, if_neg hn, mul_zero, Real.cos_zero, mul_one]
      ring
  have hv : q * sheetPotential q A L 0 / 2 = q / 2 * sheetPotential q A L 0 := by ring
  rw [← h0, hv]
  simp only [hf]
  exact (hasSum_planeWaves q A hL ⟨le_rfl, hL.le⟩).mul_left (q / 2)

end

end PeriodicChargedSheet
```

```lean
#print axioms PeriodicChargedSheet.slope_jump
#print axioms PeriodicChargedSheet.sheetPotential_unique
#print axioms PeriodicChargedSheet.sheet_selfEnergy
```

```
'PeriodicChargedSheet.slope_jump' depends on axioms: [propext, Classical.choice, Quot.sound]
'PeriodicChargedSheet.sheetPotential_unique' depends on axioms: [propext, Classical.choice, Quot.sound]
'PeriodicChargedSheet.sheet_selfEnergy' depends on axioms: [propext, Classical.choice, Quot.sound]
```

The proof of `sheet_selfEnergy` follows the derivation above, with `hf` matching the two series term by term. Positive $A$ is not required in this theorem, but the statement has physical meaning only for $A>0$.

In plane-wave electronic-structure calculations of charged slabs, the same linear term appears for a slab of finite thickness, as long as its charge distribution is held fixed while $L$ grows. Two thin layers of the slab with charges $q_1$ and $q_2$ at distance $d$, each taken as uniform in the plane, interact with the energy $(2\pi q_1q_2/A)(d^2/L-d+L/6)$, and the part linear in $L$ does not depend on $d$. Summed over all pairs of layers, and together with the self-energy of each layer, it gives $\pi q^2L/(6A)$, with $q$ the total charge. Thickness and in-plane structure change the rest of the energy, which the sheet does not describe. These remarks on real slabs are not part of the Lean theorems.

## One charge on 50 square bohr

In atomic units take $q=1$, $A=50$ and $L=30$. Then $V(0)=\pi\cdot30/150\approx0.628$ and $E=\pi\cdot30/300\approx0.314$ hartree. In the sum, $n=\pm1$ give $30/(50\pi)\approx0.191$, and adding $n=\pm2$ gives $0.239$. Doubling the period to $L=60$ doubles the energy to about $0.628$ hartree.
